# Nearest-Neighbour Hops of a Single Vacancy on a Ring Preserve the Cyclic Species Sequence

## What counts as a configuration

When the atoms of a simulated alloy move only by changing places with a vacancy, can the run reach every arrangement of its composition? On a ring the answer comes from counting, so it must first be fixed which arrangements count as different. Here the sites are labelled and atoms of one species are indistinguishable. Turning a ring with a single vacancy by one site therefore gives a new configuration, because the vacancy is then at another site.

The ring has N = m + 1 sites, one vacancy and m atoms of species A or B, of which n are B. A move exchanges the vacancy with its left or right neighbour. Energies and rates play no part: the question is only which configurations some series of moves can reach.

## Reachable configurations against all configurations

Read the species from the vacancy to the right, once round the ring. This gives a cyclic word s of length m, in which s(d) is the atom d sites to the right of the vacancy and d is taken modulo m. Three statements are proved.

- For m ≥ 1, any number of hops changes s only by a rotation, so at most N(N − 1) configurations are reachable.
- There are N · C(N − 1, n) configurations with one vacancy and n B atoms, where C denotes the binomial coefficient.
- If there are at least two atoms of each species, every starting configuration leaves some configuration of the same composition unreachable.

The smallest case of the last statement is N = 5 with n = 2: there are 30 configurations, and at most 20 can be reached. A run started from the word AABB never reaches ABAB.

In Lean, `Config m` assigns to each site in `ZMod (m + 1)` the value `none` (vacancy), `some true` (B) or `some false` (A). The type allows several vacancies; the condition `∃! v, c v = none` selects exactly one. `Hop` is a single exchange, and `ReflTransGen Hop` means any finite number of them, including zero. `arrange v s` puts the vacancy at v and the word s on the other sites. The atom at distance m is stored under index 0, since m = 0 in `ZMod m`. `NeZero m` says that there is at least one atom.

## Why a hop only rotates the word

Let the vacancy at v hop to the right. The atom s(1) moves from v + 1 to v, and the vacancy is now at v + 1. Every other atom stays where it is, and its distance from the vacancy, counted to the right, drops by one, so the new word s′ satisfies

s′(d) = s(d + 1) for 1 ≤ d ≤ m − 1.

The displaced atom is now the last one met on the way round, at distance m:

s′(m) = s(1) = s(m + 1), with indices modulo m.

Hence s′(k) = s(k + 1) for every k. A left hop undoes a right hop and gives s′(k) = s(k − 1). After any number of hops the vacancy is at some site w and the word is k ↦ s(k + j) for some j. There are m + 1 choices of w and m choices of j, so

number of reachable configurations ≤ (m + 1)m = N(N − 1).

## Why some configurations are missed

To build a configuration of fixed composition, choose the vacancy site in m + 1 ways, then choose n of the other m sites for the B atoms:

number of configurations = (m + 1) · C(m, n).

This exceeds (m + 1)m as soon as C(m, n) > m, which holds for 2 ≤ n ≤ m − 2. The proof is by induction on m. Write n = k + 1 and use Pascal's rule:

C(m + 1, k + 1) = C(m, k) + C(m, k + 1).

If k + 3 ≤ m, the second term exceeds m by induction and the first is at least 1, so the sum exceeds m + 1. Otherwise m = k + 2. Then the second term equals m, and the first is (k + 2)(k + 1)/2 ≥ 3, so the sum again exceeds m + 1.

If every configuration of the composition were reachable, (m + 1) · C(m, n) would be at most (m + 1)m, a contradiction.

## Consequences for a simulation

One step from the theorem to a Monte Carlo run is physical. At finite energies and nonzero temperature every configuration has a positive Boltzmann weight, so a run that cannot reach one of them cannot sample the canonical distribution. For a one-dimensional ring with a single vacancy and only nearest-neighbour exchanges, a longer run does not help: the number of unlike neighbours in the cyclic word, a measure of short-range order, keeps its initial value. Lattices on which a vacancy can carry atoms past one another are a different problem.

With fewer than two atoms of one species there is only one cyclic word up to rotation, and this obstruction disappears.

## The Lean file

```lean
import Mathlib

open Finset Relation

namespace VacancyRing

/-- A configuration of a ring of `m + 1` sites: `none` is a vacancy, `some true` a B atom and
`some false` an A atom. -/
abbrev Config (m : ℕ) := ZMod (m + 1) → Option Bool

/-- One Monte Carlo move: a vacancy exchanges places with its right or left neighbour. -/
def Hop {m : ℕ} (c c' : Config m) : Prop :=
  ∃ v, c v = none ∧ (c' = c ∘ Equiv.swap v (v + 1) ∨ c' = c ∘ Equiv.swap v (v - 1))

/-- The configuration with its vacancy at `v` and the cyclic species sequence `s` on the other
sites; the atom `d` sites to the right of the vacancy is `s d`. -/
def arrange {m : ℕ} (v : ZMod (m + 1)) (s : ZMod m → Bool) : Config m :=
  fun x => if x = v then none else some (s (((x - v).val : ℕ) : ZMod m))

open Classical in
/-- The configurations that can be reached from `c` by any number of vacancy hops. -/
noncomputable def reachable {m : ℕ} (c : Config m) : Finset (Config m) :=
  univ.filter fun c' => ReflTransGen Hop c c'

open Classical in
/-- The configurations with exactly one vacancy and exactly `n` B atoms. -/
noncomputable def fixedComposition (m n : ℕ) : Finset (Config m) :=
  univ.filter fun c => (∃! v, c v = none) ∧ (univ.filter fun x => c x = some true).card = n

/-- In an arrangement the vacancy site is the only empty site. -/
theorem arrange_eq_none {m : ℕ} (v : ZMod (m + 1)) (s : ZMod m → Bool) (x : ZMod (m + 1)) :
    arrange v s x = none ↔ x = v := by
  unfold arrange
  split_ifs with h <;> simp [h]

/-- Every configuration with exactly one vacancy, on a ring with at least one atom, is given by
a vacancy site and a cyclic species sequence. -/
theorem exists_arrange {m : ℕ} [NeZero m] (c : Config m) (h : ∃! v, c v = none) :
    ∃ v s, c = arrange v s := by
  obtain ⟨v, hv, hu⟩ := h
  -- distances from the vacancy run from 1 to m
  have idx : ∀ y : ZMod (m + 1), y ≠ 0 → (((y.val : ℕ) : ZMod m) - 1).val + 1 = y.val := by
    intro y hy
    obtain ⟨a, ha⟩ : ∃ a, y.val = a + 1 :=
      Nat.exists_eq_succ_of_ne_zero (fun h => hy ((ZMod.val_eq_zero y).mp h))
    have hlt := ZMod.val_lt y
    rw [ha, Nat.cast_add, Nat.cast_one, add_sub_cancel_right,
      ZMod.val_natCast_of_lt (by omega)]
  refine ⟨v, fun k => (c (v + (((k - 1).val + 1 : ℕ) : ZMod (m + 1)))).getD false, ?_⟩
  funext x
  by_cases hx : x = v
  · simpa [arrange, hx] using hv
  · obtain ⟨b, hb⟩ := Option.ne_none_iff_exists'.mp (fun h => hx (hu x h))
    simp only [arrange, if_neg hx]
    rw [idx (x - v) (sub_ne_zero.mpr hx), ZMod.natCast_zmod_val, add_sub_cancel]
    simp [hb]

/-- On a ring with at least one atom, a hop to the right moves the vacancy by one site and
rotates the species sequence read from it by one atom. -/
theorem arrange_hop {m : ℕ} [NeZero m] (v : ZMod (m + 1)) (s : ZMod m → Bool) :
    arrange v s ∘ Equiv.swap v (v + 1) = arrange (v + 1) (fun k => s (k + 1)) := by
  have : Fact (1 < m + 1) := ⟨by have := NeZero.pos m; omega⟩
  have h1 : (1 : ZMod (m + 1)) ≠ 0 := one_ne_zero
  funext x
  by_cases hx : x = v
  · -- the displaced atom is now the last one met on the way round
    have a : v + 1 ≠ v := fun h => h1 (by linear_combination h)
    have e1 : v + 1 - v = 1 := by ring
    have e2 : v - (v + 1) = -1 := by ring
    have e3 : (-1 : ZMod (m + 1)).val = m := ZMod.val_neg_one m
    rw [hx]
    simp only [Function.comp_apply, Equiv.swap_apply_left, arrange, if_neg a, if_neg a.symm,
      e1, e2, e3, ZMod.val_one, ZMod.natCast_self, Nat.cast_one, zero_add]
  · by_cases hx' : x = v + 1
    · rw [hx']
      simp [arrange]
    · -- every other atom is one site closer to the vacancy
      have hy : x - v = (((x - (v + 1)).val + 1 : ℕ) : ZMod (m + 1)) := by
        rw [Nat.cast_add, ZMod.natCast_zmod_val, Nat.cast_one]
        ring
      have hlt := ZMod.val_lt (x - (v + 1))
      have hne : (x - (v + 1)).val ≠ m := by
        intro e
        rw [e, ZMod.natCast_self] at hy
        exact hx (sub_eq_zero.mp hy)
      have e : (x - v).val = (x - (v + 1)).val + 1 := by
        rw [hy]
        exact ZMod.val_natCast_of_lt (by omega)
      simp only [Function.comp_apply, Equiv.swap_apply_of_ne_of_ne hx hx', arrange,
        if_neg hx, if_neg hx']
      rw [e, Nat.cast_add, Nat.cast_one]

/-- On a ring with one vacancy and at least one atom, any number of hops preserves the cyclic
species sequence up to rotation. -/
theorem sequence_preserved {m : ℕ} [NeZero m] (v : ZMod (m + 1)) (s : ZMod m → Bool)
    (c : Config m) (h : ReflTransGen Hop (arrange v s) c) :
    ∃ w j, c = arrange w (fun k => s (k + j)) := by
  induction h with
  | refl => exact ⟨v, 0, by simp⟩
  | tail _ hop ih =>
    obtain ⟨w, j, rfl⟩ := ih
    obtain ⟨u, hu, h⟩ := hop
    rw [arrange_eq_none] at hu
    rw [hu] at h
    rcases h with rfl | rfl
    · refine ⟨w + 1, j + 1, ?_⟩
      rw [arrange_hop]
      exact congrArg (arrange (w + 1)) (funext fun k => congrArg s (by ring))
    · -- a left hop undoes a right hop
      refine ⟨w - 1, j - 1, ?_⟩
      have h := arrange_hop (w - 1) (fun k => s (k + (j - 1)))
      have e : (fun k => s (k + 1 + (j - 1))) = fun k => s (k + j) :=
        funext fun k => congrArg s (by ring)
      rw [sub_add_cancel, e] at h
      rw [← h, Equiv.swap_comm w (w - 1)]
      funext x
      have hs := (Equiv.swap (w - 1) w).symm_apply_apply x
      rw [Equiv.symm_swap] at hs
      simp only [Function.comp_apply, hs]

/-- With one vacancy and `m ≥ 1` atoms on `N = m + 1` sites, at most `N (N - 1)` configurations
are reachable. -/
theorem card_reachable_le {m : ℕ} [NeZero m] (c : Config m) (h : ∃! v, c v = none) :
    (reachable c).card ≤ (m + 1) * m := by
  obtain ⟨v, s, rfl⟩ := exists_arrange c h
  -- a reachable configuration is fixed by its vacancy site and a rotation
  have hsub : reachable (arrange v s) ⊆ univ.image
      (fun p : ZMod (m + 1) × ZMod m => arrange p.1 (fun k => s (k + p.2))) := by
    intro c hc
    simp only [reachable, mem_filter] at hc
    obtain ⟨w, j, e⟩ := sequence_preserved v s c hc.2
    exact mem_image.mpr ⟨(w, j), mem_univ _, e.symm⟩
  exact (card_le_card hsub).trans (card_image_le.trans (by simp [ZMod.card]))

/-- There are `N * binom (N - 1) n` configurations with one vacancy and `n` B atoms on
`N = m + 1` sites. -/
theorem card_fixedComposition (m n : ℕ) :
    (fixedComposition m n).card = (m + 1) * m.choose n := by
  -- choose the vacancy site, then the sites of the B atoms
  have h : ((univ : Finset (ZMod (m + 1))).sigma
      fun v => (univ.erase v).powersetCard n).card = (m + 1) * m.choose n := by
    simp [card_sigma, card_powersetCard, card_erase_of_mem, ZMod.card]
  have hn : ∀ (v : ZMod (m + 1)) (A : Finset (ZMod (m + 1))),
      A ∈ (univ.erase v).powersetCard n → v ∉ A :=
    fun v A hA h => (mem_erase.mp ((mem_powersetCard.mp hA).1 h)).1 rfl
  rw [← h]
  symm
  refine card_bij (fun p _ x => if x = p.1 then none else some (decide (x ∈ p.2))) ?_ ?_ ?_
  · rintro ⟨v, A⟩ hA
    have hv : v ∉ A := hn v A (mem_sigma.mp hA).2
    have hcard : A.card = n := (mem_powersetCard.mp (mem_sigma.mp hA).2).2
    simp only [fixedComposition, mem_filter, mem_univ, true_and]
    refine ⟨⟨v, by simp, fun y hy => ?_⟩, Eq.trans (congrArg card ?_) hcard⟩
    · by_contra hne
      simp [hne] at hy
    · ext x
      by_cases hx : x = v
      · simp [hx, hv]
      · simp [hx]
  · rintro ⟨v, A⟩ hA ⟨w, B⟩ hB h
    have hvw : v = w := by
      by_contra hne
      have e := congrFun h v
      simp [hne] at e
    subst hvw
    have hA' : v ∉ A := hn v A (mem_sigma.mp hA).2
    have hB' : v ∉ B := hn v B (mem_sigma.mp hB).2
    have hAB : A = B := by
      ext x
      by_cases hx : x = v
      · simp [hx, hA', hB']
      · have e := congrFun h x
        simpa [hx] using e
    rw [hAB]
  · intro c hc
    simp only [fixedComposition, mem_filter, mem_univ, true_and] at hc
    obtain ⟨⟨v, hv, hu⟩, hn⟩ := hc
    have hv' : c v = none := hv
    refine ⟨⟨v, univ.filter fun x => c x = some true⟩, ?_, ?_⟩
    · rw [mem_sigma, mem_powersetCard]
      refine ⟨mem_univ _, fun x hx => mem_erase.mpr ⟨fun e => ?_, mem_univ _⟩, hn⟩
      have hx' : c x = some true := (mem_filter.mp hx).2
      have e' : x = v := e
      rw [e', hv'] at hx'
      cases hx'
    · funext x
      by_cases hx : x = v
      · simp [hx, hv']
      · rcases hb : c x with _ | b
        · exact absurd (hu x hb) hx
        · cases b <;> simp [hx, hb]

/-- With at least two atoms of each species among `m`, there are more than `m` ways to
distribute the species over the atoms. -/
theorem lt_choose {m n : ℕ} (h2 : 2 ≤ n) (hm : n + 2 ≤ m) : m < m.choose n := by
  induction m generalizing n with
  | zero => omega
  | succ m ih =>
    obtain ⟨k, rfl⟩ : ∃ k, n = k + 1 := ⟨n - 1, by omega⟩
    rw [Nat.choose_succ_succ']
    by_cases h : k + 1 + 2 ≤ m
    · have a := ih h2 h
      have b := Nat.choose_pos (show k ≤ m by omega)
      omega
    · obtain rfl : m = k + 2 := by omega
      have b : (k + 2).choose (k + 1) = k + 2 := Nat.choose_succ_self_right (k + 1)
      rcases (show k = 1 ∨ 2 ≤ k by omega) with rfl | hk
      · decide
      · have a := ih hk le_rfl
        omega

/-- With one vacancy and at least two atoms of each species, every starting configuration leaves
some configuration of the same composition unreachable by vacancy hops. -/
theorem hopping_not_ergodic {m n : ℕ} (h2 : 2 ≤ n) (hm : n + 2 ≤ m) (c : Config m)
    (hc : c ∈ fixedComposition m n) :
    ∃ c' ∈ fixedComposition m n, ¬ ReflTransGen Hop c c' := by
  have : NeZero m := ⟨by omega⟩
  by_contra hall
  have hsub : fixedComposition m n ⊆ reachable c := by
    intro c' h'
    simp only [reachable, mem_filter, mem_univ, true_and]
    by_contra hr
    exact hall ⟨c', h', hr⟩
  have hu : ∃! v, c v = none := by
    simp only [fixedComposition, mem_filter] at hc
    exact hc.2.1
  -- compare the two counts
  have h1 := (card_le_card hsub).trans (card_reachable_le c hu)
  rw [card_fixedComposition] at h1
  exact absurd (Nat.le_of_mul_le_mul_left h1 (Nat.succ_pos m))
    (not_le_of_gt (lt_choose h2 hm))

end VacancyRing
```

```lean
#print axioms VacancyRing.sequence_preserved
#print axioms VacancyRing.hopping_not_ergodic
```

```
'VacancyRing.sequence_preserved' depends on axioms: [propext, Classical.choice, Quot.sound]
'VacancyRing.hopping_not_ergodic' depends on axioms: [propext, Classical.choice, Quot.sound]
```

## From one hop to the count

`exists_arrange` reads the word off a given configuration. Its inner statement `idx` checks that distances from the vacancy run from 1 to m, so that storing them modulo m loses nothing. The default value in `getD false` is never used, because every site other than v is occupied.

`arrange_hop` is the calculation for a right hop, split by site: the old vacancy site, which receives the displaced atom; the new vacancy site; and all the others, whose distance drops by one.

`sequence_preserved` is an induction over the hops. A right hop applies `arrange_hop` directly. For a left hop, the same lemma is applied at w − 1 and then inverted, since a swap is its own inverse.

`card_reachable_le` places the reachable set inside the image of all pairs (w, j). An image has no more elements than its source, which gives the bound even when different rotations of the word coincide.

`card_fixedComposition` matches configurations one to one with pairs of a vacancy site and a set of n other sites. The three parts of `card_bij` check that each pair gives an admissible configuration, that different pairs give different ones, and that every admissible configuration arises.

`lt_choose` follows the induction above, except that for m = k + 2 it evaluates k = 1 directly and uses the induction hypothesis for k ≥ 2. `hopping_not_ergodic` then assumes that nothing is missed, compares the two counts, cancels the factor m + 1 and contradicts `lt_choose`.
